# A two-level lower bound on the ground energy of a Hamiltonian with two coupled blocks

Two states with energies $a$ and $d$ are coupled by a real matrix element $g$. With real amplitudes $x,y$ and $x^2+y^2=1$, the energy is $ax^2+2gxy+dy^2$. Opposite signs of $gx$ and $y$ make the coupling term negative, and the best compromise between this gain and the level energies gives

$$\varepsilon(a,d,g)=\frac{a+d}{2}-\sqrt{\Big(\frac{a-d}{2}\Big)^2+g^2}.$$

For $a=0$, $d=3$, $g=2$ this is $\tfrac32-\tfrac52=-1$. The state $(2,-1)/\sqrt5$ attains it: $0+4\cdot(-\tfrac25)+3\cdot\tfrac15=-1$.

Now let each level become a whole space of states. If the energies in the two blocks are at least $a$ and $d$, and the coupling block has operator norm at most $g$, how low can the ground energy lie? It cannot lie below $\varepsilon(a,d,g)$.

In electronic structure, this limits how far coupling between a reference space and its complement can lower the lowest root of a finite Hamiltonian matrix, provided these three bounds are known. Passing to a molecule takes a further step: its full Hamiltonian is unbounded, and the ground energy of a finite-basis matrix lies at or above the exact one, so a lower bound for the matrix need not be one for the molecule.

## Blocks, energies and the two-level model

The state spaces $E$ and $F$ are complex Hilbert spaces of any dimension. The letter $E$ alone is a space; the ground energy is $E_0$.

```lean
import Mathlib

open scoped InnerProductSpace

namespace TwoLevelComparison

noncomputable section

variable {E F : Type*} [NormedAddCommGroup E] [InnerProductSpace ℂ E] [CompleteSpace E]
  [NormedAddCommGroup F] [InnerProductSpace ℂ F] [CompleteSpace F]
```

A state is a pair $\psi=(x,y)$ with $x\in E$, $y\in F$ and $\|\psi\|^2=\|x\|^2+\|y\|^2$, which is what `WithLp 2 (E × F)` encodes. With bounded blocks $A$, $B:F\to E$ and $D$,

$$H\psi=(Ax+By,\;B^\dagger x+Dy).$$

The proof fields check that this map is linear.

```lean
/-- The Hamiltonian with diagonal blocks `A`, `D` and off-diagonal blocks `B`, `B†`,
acting on the Hilbert sum of the two state spaces. -/
def blockHamiltonian (A : E →L[ℂ] E) (B : F →L[ℂ] E) (D : F →L[ℂ] F) :
    WithLp 2 (E × F) →ₗ[ℂ] WithLp 2 (E × F) where
  toFun ψ := WithLp.toLp 2
    (A ψ.fst + B ψ.snd, ContinuousLinearMap.adjoint B ψ.fst + D ψ.snd)
  map_add' ψ φ := by
    apply WithLp.ofLp_injective 2
    apply Prod.ext
    · change A (ψ.fst + φ.fst) + B (ψ.snd + φ.snd)
        = (A ψ.fst + B ψ.snd) + (A φ.fst + B φ.snd)
      simp only [map_add]
      abel
    · change ContinuousLinearMap.adjoint B (ψ.fst + φ.fst) + D (ψ.snd + φ.snd)
        = (ContinuousLinearMap.adjoint B ψ.fst + D ψ.snd)
          + (ContinuousLinearMap.adjoint B φ.fst + D φ.snd)
      simp only [map_add]
      abel
  map_smul' c ψ := by
    apply WithLp.ofLp_injective 2
    apply Prod.ext
    · change A (c • ψ.fst) + B (c • ψ.snd) = c • (A ψ.fst + B ψ.snd)
      simp only [map_smul, smul_add]
    · change ContinuousLinearMap.adjoint B (c • ψ.fst) + D (c • ψ.snd)
        = c • (ContinuousLinearMap.adjoint B ψ.fst + D ψ.snd)
      simp only [map_smul, smul_add]
```

The ground energy is the variational infimum $E_0(H)=\inf_{\|\psi\|=1}\mathrm{Re}\langle\psi,H\psi\rangle$. On a nonzero finite-dimensional space, for Hermitian $H$, it is the lowest eigenvalue; in infinite dimension it need not be attained.

```lean
/-- The ground energy: the infimum of the energy expectation over normalised states, for a
Hamiltonian on a nonzero space whose expectations are bounded below. -/
def groundEnergy {V : Type*} [NormedAddCommGroup V] [InnerProductSpace ℂ V]
    (H : V →ₗ[ℂ] V) : ℝ :=
  sInf {e : ℝ | ∃ ψ : V, ‖ψ‖ = 1 ∧ (inner ℂ ψ (H ψ)).re = e}
```

The comparison energy $\varepsilon(a,d,g)$ is named `twoLevelEnergy`.

```lean
/-- The lower root of the two-level secular equation with levels `a`, `d` and coupling `g`. -/
def twoLevelEnergy (a d g : ℝ) : ℝ :=
  (a + d) / 2 - Real.sqrt (((a - d) / 2) ^ 2 + g ^ 2)
```

The two-level model is the same block construction with $E=F=\mathbb C$ and each block a multiple of the identity, so its matrix is $\begin{pmatrix}a&g\\g&d\end{pmatrix}$.

```lean
/-- The two-level Hamiltonian with levels `a`, `d` and real coupling `g`. -/
def twoLevel (a d g : ℝ) : WithLp 2 (ℂ × ℂ) →ₗ[ℂ] WithLp 2 (ℂ × ℂ) :=
  blockHamiltonian ((a : ℂ) • (1 : ℂ →L[ℂ] ℂ)) ((g : ℂ) • (1 : ℂ →L[ℂ] ℂ))
    ((d : ℂ) • (1 : ℂ →L[ℂ] ℂ))
```

## Energy of a state spread over both blocks

If $A$ and $D$ are Hermitian, moving each block across the inner product exchanges $B$ with $B^\dagger$ and leaves $\langle H\psi,\varphi\rangle=\langle\psi,H\varphi\rangle$. Mathlib's word for this property is `IsSymmetric`.

```lean
/-- The block Hamiltonian is Hermitian when its diagonal blocks are. -/
theorem blockHamiltonian_isSymmetric {A : E →L[ℂ] E} (B : F →L[ℂ] E) {D : F →L[ℂ] F}
    (hA : (A : E →ₗ[ℂ] E).IsSymmetric) (hD : (D : F →ₗ[ℂ] F).IsSymmetric) :
    (blockHamiltonian A B D).IsSymmetric := by
  intro ψ φ
  have h1 : inner ℂ (A ψ.fst) φ.fst = inner ℂ ψ.fst (A φ.fst) := hA _ _
  have h2 : inner ℂ (D ψ.snd) φ.snd = inner ℂ ψ.snd (D φ.snd) := hD _ _
  rw [WithLp.prod_inner_apply, WithLp.prod_inner_apply]
  change inner ℂ (A ψ.fst + B ψ.snd) φ.fst
      + inner ℂ (ContinuousLinearMap.adjoint B ψ.fst + D ψ.snd) φ.snd
    = inner ℂ ψ.fst (A φ.fst + B φ.snd)
      + inner ℂ ψ.snd (ContinuousLinearMap.adjoint B φ.fst + D φ.snd)
  simp only [inner_add_left, inner_add_right, ContinuousLinearMap.adjoint_inner_left,
    ContinuousLinearMap.adjoint_inner_right]
  rw [h1, h2]
  ring
```

Expanding the expectation gives four terms. The two coupling terms are complex conjugates, since $\langle y,B^\dagger x\rangle=\langle By,x\rangle=\overline{\langle x,By\rangle}$. Hence

$$\mathrm{Re}\langle\psi,H\psi\rangle=\mathrm{Re}\langle x,Ax\rangle+2\,\mathrm{Re}\langle x,By\rangle+\mathrm{Re}\langle y,Dy\rangle.$$

```lean
/-- The energy expectation is the sum of the two block energies and twice the real part
of the coupling matrix element. -/
theorem energy_expectation (A : E →L[ℂ] E) (B : F →L[ℂ] E) (D : F →L[ℂ] F)
    (ψ : WithLp 2 (E × F)) :
    (inner ℂ ψ (blockHamiltonian A B D ψ)).re = (inner ℂ ψ.fst (A ψ.fst)).re
      + 2 * (inner ℂ ψ.fst (B ψ.snd)).re + (inner ℂ ψ.snd (D ψ.snd)).re := by
  have h : inner ℂ ψ (blockHamiltonian A B D ψ) = inner ℂ ψ.fst (A ψ.fst + B ψ.snd)
      + inner ℂ ψ.snd (ContinuousLinearMap.adjoint B ψ.fst + D ψ.snd) :=
    WithLp.prod_inner_apply _ _
  rw [h, inner_add_right, inner_add_right, ContinuousLinearMap.adjoint_inner_right,
    ← inner_conj_symm (B ψ.snd) ψ.fst]
  simp only [Complex.add_re, Complex.conj_re]
  ring
```

The condition that block energies are at least $a$ is stated as positivity of $A-a$. `IsPositive` means positive semidefinite and includes being Hermitian, so $A$ is Hermitian too. From $\langle x,(A-a)x\rangle\ge0$ follows $\mathrm{Re}\langle x,Ax\rangle\ge a\|x\|^2$.

```lean
omit [CompleteSpace E] in
/-- If `A - a` is positive, the expectation of `A` is at least `a` times the squared norm. -/
theorem block_energy_ge {A : E →L[ℂ] E} {a : ℝ}
    (hA : (A - (a : ℂ) • (1 : E →L[ℂ] E)).IsPositive) (x : E) :
    a * ‖x‖ ^ 2 ≤ (inner ℂ x (A x)).re := by
  have h : 0 ≤ (inner ℂ x (A x - (a : ℂ) • x)).re := hA.re_inner_nonneg_right x
  have hx : (inner ℂ x x).re = ‖x‖ ^ 2 := inner_self_eq_norm_sq (𝕜 := ℂ) x
  rw [inner_sub_right, inner_smul_right, Complex.sub_re, Complex.re_ofReal_mul, hx] at h
  linarith
```

## Reduction to two real amplitudes

Write $p=\|x\|$ and $q=\|y\|$. The worst case for the energy is $ap^2+dq^2-2gpq$. With $u=(a-d)/2$ and $R=\sqrt{u^2+g^2}$,

$$ap^2+dq^2-2gpq=\frac{a+d}{2}(p^2+q^2)-\big[u(q^2-p^2)+g(2pq)\big].$$

The bracket is a scalar product of $(u,g)$ with $(q^2-p^2,\,2pq)$, a vector of length $p^2+q^2$. By Cauchy-Schwarz it is at most $R(p^2+q^2)$, so the form is at least $\varepsilon(a,d,g)(p^2+q^2)$.

```lean
/-- The real two-level energy form with amplitudes `p`, `q` is at least the two-level energy
times `p² + q²`. -/
theorem two_level_form_ge (a d g p q : ℝ) :
    twoLevelEnergy a d g * (p ^ 2 + q ^ 2) ≤ a * p ^ 2 + d * q ^ 2 - 2 * g * (p * q) := by
  unfold twoLevelEnergy
  have hR := Real.sq_sqrt (show 0 ≤ ((a - d) / 2) ^ 2 + g ^ 2 by positivity)
  have hR0 := Real.sqrt_nonneg (((a - d) / 2) ^ 2 + g ^ 2)
  generalize Real.sqrt (((a - d) / 2) ^ 2 + g ^ 2) = R at hR hR0 ⊢
  -- the defect in the two-dimensional Cauchy-Schwarz inequality is a square
  have hid : (R * (p ^ 2 + q ^ 2)) ^ 2
      - ((a - d) / 2 * (q ^ 2 - p ^ 2) + g * (2 * p * q)) ^ 2
      = ((a - d) / 2 * (2 * p * q) - g * (q ^ 2 - p ^ 2)) ^ 2 := by
    linear_combination (p ^ 2 + q ^ 2) ^ 2 * hR
  have hsq : ((a - d) / 2 * (q ^ 2 - p ^ 2) + g * (2 * p * q)) ^ 2
      ≤ (R * (p ^ 2 + q ^ 2)) ^ 2 := by
    rw [← sub_nonneg, hid]
    positivity
  have key := (le_abs_self _).trans (abs_le_of_sq_le_sq hsq (by positivity))
  nlinarith [key]
```

The device to look at here is `linear_combination`. After `generalize`, the square root is just a number $R$ with $R\ge0$ and `hR`: $R^2=u^2+g^2$. The identity `hid` says that the Cauchy-Schwarz defect is a square. Its left side minus its right side equals

$$(p^2+q^2)^2\,(R^2-u^2-g^2),$$

so the tactic is given the coefficient `(p ^ 2 + q ^ 2) ^ 2` for `hR`, and only a polynomial identity remains to be checked.

For the blocks, Cauchy-Schwarz and the operator norm give $|\langle x,By\rangle|\le\|x\|\,\|By\|\le g\,pq$. Adding the two block bounds gives

$$\mathrm{Re}\langle\psi,H\psi\rangle\ge ap^2+dq^2-2gpq\ge\varepsilon(a,d,g)\,\|\psi\|^2.$$

```lean
/-- If `A - a` and `D - d` are positive and `‖B‖ ≤ g`, every state has energy expectation at
least the two-level energy times its squared norm. -/
theorem expectation_ge {A : E →L[ℂ] E} {B : F →L[ℂ] E} {D : F →L[ℂ] F} {a d g : ℝ}
    (hA : (A - (a : ℂ) • (1 : E →L[ℂ] E)).IsPositive)
    (hD : (D - (d : ℂ) • (1 : F →L[ℂ] F)).IsPositive) (hB : ‖B‖ ≤ g)
    (ψ : WithLp 2 (E × F)) :
    twoLevelEnergy a d g * ‖ψ‖ ^ 2 ≤ (inner ℂ ψ (blockHamiltonian A B D ψ)).re := by
  rw [energy_expectation, WithLp.prod_norm_sq_eq_of_L2]
  -- the coupling can lower the energy by at most 2 g ‖x‖ ‖y‖
  have hc : ‖inner ℂ ψ.fst (B ψ.snd)‖ ≤ ‖ψ.fst‖ * (g * ‖ψ.snd‖) :=
    (norm_inner_le_norm _ _).trans
      (mul_le_mul_of_nonneg_left (B.le_of_opNorm_le hB _) (norm_nonneg _))
  have hre := (abs_le.mp ((Complex.abs_re_le_norm _).trans hc)).1
  have h1 := block_energy_ge hA ψ.fst
  have h2 := block_energy_ge hD ψ.snd
  have h3 := two_level_form_ge a d g ‖ψ.fst‖ ‖ψ.snd‖
  linarith
```

## The bound on the ground energy

A pair with $\|x\|^2+\|y\|^2=1$ has norm one, because the norm is nonnegative and its square is one.

```lean
omit [InnerProductSpace ℂ E] [CompleteSpace E] [InnerProductSpace ℂ F] [CompleteSpace F] in
/-- A state whose block weights add up to one is normalised. -/
theorem norm_eq_one_of_weights {x : E} {y : F} (h : ‖x‖ ^ 2 + ‖y‖ ^ 2 = 1) :
    ‖WithLp.toLp 2 (x, y)‖ = 1 := by
  have hs : ‖WithLp.toLp 2 (x, y)‖ ^ 2 = ‖x‖ ^ 2 + ‖y‖ ^ 2 :=
    WithLp.prod_norm_sq_eq_of_L2 _
  rw [h] at hs
  nlinarith [norm_nonneg (WithLp.toLp 2 (x, y))]
```

Every normalised state therefore has energy at least $\varepsilon(a,d,g)$, and so does the infimum. The step `le_csInf` also asks for at least one normalised state; a nonzero vector of $E$, divided by its norm and paired with $0\in F$, supplies it. The space $F$ may be zero.

```lean
/-- Two-level comparison: if `A - a` and `D - d` are positive, `‖B‖ ≤ g` and the state space `E` is
nonzero, the ground energy is at least `(a+d)/2 - √(((a-d)/2)² + g²)`. -/
theorem groundEnergy_ge [Nontrivial E] {A : E →L[ℂ] E} {B : F →L[ℂ] E} {D : F →L[ℂ] F}
    {a d g : ℝ} (hA : (A - (a : ℂ) • (1 : E →L[ℂ] E)).IsPositive)
    (hD : (D - (d : ℂ) • (1 : F →L[ℂ] F)).IsPositive) (hB : ‖B‖ ≤ g) :
    (a + d) / 2 - Real.sqrt (((a - d) / 2) ^ 2 + g ^ 2)
      ≤ groundEnergy (blockHamiltonian A B D) := by
  unfold groundEnergy
  apply le_csInf
  · -- a normalised state exists in the first block
    obtain ⟨x, hx⟩ := exists_ne (0 : E)
    have hu := norm_smul_inv_norm (𝕜 := ℂ) hx
    exact ⟨_, _, norm_eq_one_of_weights (y := (0 : F))
      (by rw [hu, norm_zero]; norm_num), rfl⟩
  · rintro e ⟨ψ, hψ, rfl⟩
    have h := expectation_ge hA hD hB ψ
    rw [hψ, one_pow, mul_one] at h
    exact h
```

For a three-state instance, take $A=\mathrm{diag}(0,1)$, $D=(3)$ and $B=(0,2)^{T}$. Then $a=0$, $d=3$, $g=2$ are admissible and the bound is $-1$. The first state is uncoupled, and the other two have lower root $2-\sqrt5\approx-0.24$, which is the ground energy. The bound holds with room to spare, because the lowest state of $A$ is not the one that couples.

For an eigenvector, $H\psi=\mu\psi$ turns the same estimate into $\varepsilon(a,d,g)\|\psi\|^2\le\mu\|\psi\|^2$, and division by $\|\psi\|^2>0$ bounds $\mu$.

```lean
/-- If `A - a` and `D - d` are positive and `‖B‖ ≤ g`, every real eigenvalue of the block
Hamiltonian is at least the two-level energy. -/
theorem eigenvalue_ge {A : E →L[ℂ] E} {B : F →L[ℂ] E} {D : F →L[ℂ] F} {a d g μ : ℝ}
    (hA : (A - (a : ℂ) • (1 : E →L[ℂ] E)).IsPositive)
    (hD : (D - (d : ℂ) • (1 : F →L[ℂ] F)).IsPositive) (hB : ‖B‖ ≤ g)
    {ψ : WithLp 2 (E × F)} (hψ : ψ ≠ 0) (hμ : blockHamiltonian A B D ψ = (μ : ℂ) • ψ) :
    twoLevelEnergy a d g ≤ μ := by
  have h := expectation_ge hA hD hB ψ
  have hn : (inner ℂ ψ ψ).re = ‖ψ‖ ^ 2 := inner_self_eq_norm_sq (𝕜 := ℂ) ψ
  rw [hμ, inner_smul_right, Complex.re_ofReal_mul, hn] at h
  exact le_of_mul_le_mul_right h (pow_pos (norm_pos_iff.mpr hψ) 2)
```

## The two-level model attains the bound

Choose $t$ with $R\cos2t=(a-d)/2$ and $R\sin2t=g$, and take the real amplitudes $x=-\sin t$, $y=\cos t$. Then

$$ax^2+2gxy+dy^2=\frac{a+d}{2}-\frac{a-d}{2}\cos2t-g\sin2t=\frac{a+d}{2}-R.$$

Lean obtains $R$ and $2t$ as the modulus and argument of the complex number $(a-d)/2+ig$.

```lean
/-- Some real normalised pair of amplitudes attains the two-level energy. -/
theorem exists_mixing (a d g : ℝ) : ∃ x y : ℝ, x ^ 2 + y ^ 2 = 1 ∧
    a * x ^ 2 + 2 * g * (x * y) + d * y ^ 2 = twoLevelEnergy a d g := by
  -- polar form of the half-gap and the coupling; the state has half the polar angle
  obtain ⟨R, t, hR, hc, hs⟩ : ∃ R t : ℝ, 0 ≤ R ∧ R * Real.cos (2 * t) = (a - d) / 2 ∧
      R * Real.sin (2 * t) = g := by
    refine ⟨‖(⟨(a - d) / 2, g⟩ : ℂ)‖, Complex.arg ⟨(a - d) / 2, g⟩ / 2, norm_nonneg _, ?_, ?_⟩
    · rw [mul_div_cancel₀ _ (two_ne_zero' ℝ)]
      exact Complex.norm_mul_cos_arg _
    · rw [mul_div_cancel₀ _ (two_ne_zero' ℝ)]
      exact Complex.norm_mul_sin_arg _
  have h2 := Real.sin_sq_add_cos_sq (2 * t)
  have h1 := Real.sin_sq_add_cos_sq t
  have hsqrt : Real.sqrt (((a - d) / 2) ^ 2 + g ^ 2) = R := by
    rw [← hc, ← hs, show (R * Real.cos (2 * t)) ^ 2 + (R * Real.sin (2 * t)) ^ 2 = R ^ 2 by
      linear_combination R ^ 2 * h2, Real.sqrt_sq hR]
  refine ⟨-Real.sin t, Real.cos t, by linarith [neg_sq (Real.sin t)], ?_⟩
  have hcos := Real.cos_two_mul t
  have hsin := Real.sin_two_mul t
  rw [twoLevelEnergy, hsqrt]
  linear_combination a * h1 + (a - d) / 2 * hcos + g * hsin - R * h2
    + Real.cos (2 * t) * hc + Real.sin (2 * t) * hs
```

This state shows that the ground energy of the two-level model is at most $\varepsilon(a,d,g)$. The general bound gives the reverse inequality: both diagonal differences are zero, hence positive semidefinite, and the coupling has norm $|g|$, whose sign disappears on squaring. Equality thus holds for all real $a,d,g$, and no larger lower bound can follow from $a$, $d$ and $g\ge0$ alone.

```lean
/-- The bound is sharp: the ground energy of the two-level Hamiltonian with real `a`, `d`, `g`
equals `(a+d)/2 - √(((a-d)/2)² + g²)`. -/
theorem groundEnergy_twoLevel (a d g : ℝ) :
    groundEnergy (twoLevel a d g)
      = (a + d) / 2 - Real.sqrt (((a - d) / 2) ^ 2 + g ^ 2) := by
  have hpos : ∀ r : ℝ, ((r : ℂ) • (1 : ℂ →L[ℂ] ℂ) - (r : ℂ) • (1 : ℂ →L[ℂ] ℂ)).IsPositive := by
    intro r
    rw [sub_self]
    exact ContinuousLinearMap.isPositive_zero
  have hB : ‖(g : ℂ) • (1 : ℂ →L[ℂ] ℂ)‖ ≤ |g| := by
    rw [norm_smul, norm_one, mul_one, Complex.norm_real, Real.norm_eq_abs]
  apply le_antisymm
  · obtain ⟨x, y, hn, he⟩ := exists_mixing a d g
    have hin : ∀ s t u : ℝ, (inner ℂ (s : ℂ) ((t : ℂ) * (u : ℂ))).re = t * u * s := by
      intro s t u
      rw [RCLike.inner_apply, Complex.conj_ofReal, ← Complex.ofReal_mul,
        ← Complex.ofReal_mul, Complex.ofReal_re]
    unfold groundEnergy
    refine csInf_le ⟨twoLevelEnergy a d |g|, ?_⟩
      ⟨WithLp.toLp 2 ((x : ℂ), (y : ℂ)), norm_eq_one_of_weights ?_, ?_⟩
    · rintro e ⟨ψ, hψ, rfl⟩
      have h := expectation_ge (hpos a) (hpos d) hB ψ
      rw [hψ, one_pow, mul_one] at h
      exact h
    · simpa only [Complex.norm_real, Real.norm_eq_abs, sq_abs] using hn
    · rw [twoLevel, energy_expectation]
      change (inner ℂ (x : ℂ) ((a : ℂ) * (x : ℂ))).re
        + 2 * (inner ℂ (x : ℂ) ((g : ℂ) * (y : ℂ))).re
        + (inner ℂ (y : ℂ) ((d : ℂ) * (y : ℂ))).re = twoLevelEnergy a d g
      rw [hin, hin, hin, ← he]
      ring
  · have h := groundEnergy_ge (hpos a) (hpos d) hB
    rw [sq_abs] at h
    exact h

end

end TwoLevelComparison
```

```lean
#print axioms TwoLevelComparison.blockHamiltonian_isSymmetric
#print axioms TwoLevelComparison.eigenvalue_ge
#print axioms TwoLevelComparison.groundEnergy_twoLevel
```

```
'TwoLevelComparison.blockHamiltonian_isSymmetric' depends on axioms: [propext, Classical.choice, Quot.sound]
'TwoLevelComparison.eigenvalue_ge' depends on axioms: [propext, Classical.choice, Quot.sound]
'TwoLevelComparison.groundEnergy_twoLevel' depends on axioms: [propext, Classical.choice, Quot.sound]
```
